# Single flips reverse the total auxiliary field of a half-filled repulsive Hubbard atom only through a neck that is exponentially rare at low temperature

A Hubbard site with repulsion $U>0$, at half filling and with hopping switched off, is sampled by determinant quantum Monte Carlo at inverse temperature $\beta$. Imaginary time is cut into $L$ slices of length $\tau$, so $\beta=L\tau$. On each slice the interaction is decoupled by an Ising variable $s_i=\pm1$:

$$e^{-\tau U(n_\uparrow-\frac12)(n_\downarrow-\frac12)}=\tfrac12e^{-\tau U/4}\sum_{s_i=\pm1}e^{\gamma s_i(n_\uparrow-n_\downarrow)},\qquad \cosh\gamma=e^{\tau U/2}.$$

The condition on $\gamma$ makes the two sides agree for singly occupied states; for empty and doubly occupied states they agree anyway. At low temperature the sum $S=\sum_i s_i$ tends to be large, with either sign. How often can an algorithm that flips one variable at a time reverse it?

## The field line, its weight and its updates

In Lean 4 with Mathlib:

```lean
import Mathlib

open Finset

namespace AtomicLimitFieldLine

noncomputable section
```

A field line assigns to each slice $i=0,\dots,L-1$ a unit of the integers, which is $1$ or $-1$.

```lean
/-- An auxiliary-field line: one Ising variable, 1 or -1, on each of `L` time slices. -/
abbrev FieldLine (L : ℕ) := Fin L → ℤˣ
```

Its total field $S(s)$ is an integer.

```lean
variable {L : ℕ}

/-- The total field `S`, the sum of the Ising variables over the time slices. -/
def total (s : FieldLine L) : ℤ := ∑ i, ((s i : ℤˣ) : ℤ)
```

Tracing out the electrons gives one determinant per spin, $1+e^{\pm\gamma S}$. The code starts from their product $w(s)$; the decoupling and the trace are physical input. The constant prefactor is omitted because it cancels in probabilities.

```lean
/-- The weight of a field line: the product of the spin-up and spin-down determinants
of a single site. -/
def weight (γ : ℝ) (s : FieldLine L) : ℝ :=
  (1 + Real.exp (γ * (total s : ℝ))) * (1 + Real.exp (-(γ * (total s : ℝ))))
```

The normalised probability is $p(s)=w(s)/\sum_t w(t)$.

```lean
/-- The probability of a field line: its weight divided by the sum of all weights. -/
def prob (γ : ℝ) (s : FieldLine L) : ℝ := weight γ s / ∑ t : FieldLine L, weight γ t
```

A local update reverses one variable or, as after a rejected proposal, changes nothing.

```lean
/-- The field line with the variable on time slice `i` reversed. -/
def flipAt (s : FieldLine L) (i : Fin L) : FieldLine L := Function.update s i (-s i)

/-- A local update: the field stays as it is or one variable is reversed. -/
def LocalUpdate (s t : FieldLine L) : Prop := t = s ∨ ∃ i, t = flipAt s i
```

The neck is the set of fields with $|S|\le1$.

```lean
/-- The neck: the field lines with `|S| ≤ 1`. -/
def neck (L : ℕ) : Finset (FieldLine L) := univ.filter (fun s => |total s| ≤ 1)
```

## (a) Multiplying the spin determinants

Show that the weight depends on the field only through a hyperbolic cosine:

$$w(s)=2+2\cosh(\gamma S).$$

**Solution.** Expanding gives $1+e^{\gamma S}+e^{-\gamma S}+e^{\gamma S}e^{-\gamma S}$. The last term is $1$, and the two exponentials add up to $2\cosh(\gamma S)$. In the proof, `h` is the statement about the last term, and `linear_combination` does the expansion.

```lean
/-- The product of the two spin determinants is `2 + 2 cosh (γ S)`. -/
theorem weight_eq_cosh (γ : ℝ) (s : FieldLine L) :
    weight γ s = 2 + 2 * Real.cosh (γ * (total s : ℝ)) := by
  have h : Real.exp (γ * (total s : ℝ)) * Real.exp (-(γ * (total s : ℝ))) = 1 := by
    rw [← Real.exp_add, add_neg_cancel, Real.exp_zero]
  rw [weight, Real.cosh_eq]
  linear_combination h
```

## (b) Reversing every slice at once

Show that the global flip reverses the total field and leaves the weight alone:

$$S(-s)=-S(s),\qquad w(-s)=w(s).$$

**Solution.** Each term of the sum changes sign, hence so does $S$. By (a) the weight is even in $S$. A Metropolis proposal $s\to-s$ is therefore always accepted in this one-site model.

```lean
/-- The global flip reverses the total field and preserves the weight. -/
theorem global_flip (γ : ℝ) (s : FieldLine L) :
    total (-s) = -total s ∧ weight γ (-s) = weight γ s := by
  have h : total (-s) = -total s := by
    simp [total, Finset.sum_neg_distrib]
  refine ⟨h, ?_⟩
  rw [weight_eq_cosh, weight_eq_cosh, h, Int.cast_neg, mul_neg, Real.cosh_neg]
```

## (c) The reach of one local update

Show that if $t$ follows from $s$ by a local update, then

$$|S(t)-S(s)|\le2.$$

**Solution.** If nothing changes, the difference is zero. If slice $i$ is flipped, the other terms cancel and $S(t)-S(s)=-2s_i=\pm2$. The theorem writes the bound as two inequalities. Its proof separates slice $i$ with `split`, shows in `rest` that the other slices agree, and leaves the integer arithmetic to `omega`.

```lean
/-- A local update changes the total field by at most 2. -/
theorem total_step {s t : FieldLine L} (h : LocalUpdate s t) :
    total t ≤ total s + 2 ∧ total s ≤ total t + 2 := by
  rcases h with rfl | ⟨i, rfl⟩
  · constructor <;> omega
  · -- separate the flipped slice from the others
    have split : ∀ r : FieldLine L,
        total r = ((r i : ℤˣ) : ℤ) + ∑ j ∈ univ.erase i, ((r j : ℤˣ) : ℤ) := fun r =>
      (Finset.add_sum_erase univ (fun j => ((r j : ℤˣ) : ℤ)) (mem_univ i)).symm
    have rest : ∑ j ∈ univ.erase i, ((flipAt s i j : ℤˣ) : ℤ)
        = ∑ j ∈ univ.erase i, ((s j : ℤˣ) : ℤ) := by
      refine Finset.sum_congr rfl fun j hj => ?_
      rw [flipAt, Function.update_of_ne (Finset.ne_of_mem_erase hj)]
    have here : ((flipAt s i i : ℤˣ) : ℤ) = -((s i : ℤˣ) : ℤ) := by
      simp [flipAt]
    have unit : ((s i : ℤˣ) : ℤ) = 1 ∨ ((s i : ℤˣ) : ℤ) = -1 := by
      rcases Int.units_eq_one_or (s i) with h | h <;> simp [h]
    rw [split (flipAt s i), split s, rest, here]
    constructor <;> omega
```

## (d) No way round the neck

Let $s^{(0)},\dots,s^{(n)}$ be a path of local updates with $S(s^{(0)})>0$ and $S(s^{(n)})<0$. Show that

$$|S(s^{(k)})|\le1\quad\text{for some }k\le n.$$

**Solution.** Suppose the path avoids the neck. Then every $S(s^{(k)})$ is at least $2$ or at most $-2$. If $S(s^{(k)})\ge2$, part (c) gives $S(s^{(k+1)})\ge0$, which leaves only $S(s^{(k+1)})\ge2$. By induction the total field stays positive up to $k=n$, a contradiction. In the code, `out` is the dichotomy and `pos` the induction.

Locality is essential: for $L=2$ the double flip $(1,1)\to(-1,-1)$ takes $S$ from $2$ to $-2$ without visiting the neck.

```lean
/-- Every path of local updates from `S > 0` to `S < 0` visits the neck `|S| ≤ 1`. -/
theorem path_visits_neck (path : ℕ → FieldLine L) (n : ℕ)
    (hstep : ∀ k < n, LocalUpdate (path k) (path (k + 1)))
    (hstart : 0 < total (path 0)) (hend : total (path n) < 0) :
    ∃ k ≤ n, path k ∈ neck L := by
  by_contra hno
  have out : ∀ k ≤ n, 1 < total (path k) ∨ 1 < -total (path k) := by
    intro k hk
    rw [← lt_abs]
    by_contra hc
    exact hno ⟨k, hk, Finset.mem_filter.mpr ⟨mem_univ _, not_lt.mp hc⟩⟩
  -- a path that avoids the neck keeps its sign
  have pos : ∀ k, k ≤ n → 0 < total (path k) := by
    intro k
    induction k with
    | zero => intro _; exact hstart
    | succ k ih =>
      intro hk
      have h0 := ih (by omega)
      have h1 := out k (by omega)
      have h2 := out (k + 1) hk
      have h3 := total_step (hstep k (by omega))
      omega
  have := pos n le_rfl
  omega
```

## (e) Independent slices

Show that for every real $a$ the exponential of the total field sums to

$$\sum_s e^{aS(s)}=(2\cosh a)^L.$$

**Solution.** Since $e^{aS}=\prod_i e^{as_i}$, the sum over all fields is a product of $L$ sums over one variable, each equal to $e^a+e^{-a}=2\cosh a$. For $L=0$ both sides are $1$. The steps `h1`, `h2` and `h3` are the factorisation of the exponential, the one-slice sum and the exchange of sum and product.

```lean
/-- The sum of `exp (a S)` over all field lines factorises into `(2 cosh a) ^ L`. -/
theorem sum_exp_total (L : ℕ) (a : ℝ) :
    ∑ s : FieldLine L, Real.exp (a * (total s : ℝ)) = (2 * Real.cosh a) ^ L := by
  have h1 : ∀ s : FieldLine L, Real.exp (a * (total s : ℝ))
      = ∏ i, Real.exp (a * (((s i : ℤˣ) : ℤ) : ℝ)) := by
    intro s
    rw [← Real.exp_sum, ← Finset.mul_sum]
    simp only [total, Int.cast_sum]
  have h2 : ∑ u : ℤˣ, Real.exp (a * ((u : ℤ) : ℝ)) = 2 * Real.cosh a := by
    have e1 : (((1 : ℤˣ) : ℤ) : ℝ) = 1 := by simp
    have e2 : (((-1 : ℤˣ) : ℤ) : ℝ) = -1 := by simp
    rw [show (univ : Finset ℤˣ) = {1, -1} from rfl, Finset.sum_pair (by decide),
      e1, e2, mul_one, mul_neg_one, Real.cosh_eq]
    ring
  have h3 : ∏ _i : Fin L, ∑ u : ℤˣ, Real.exp (a * ((u : ℤ) : ℝ))
      = ∑ s : Fin L → ℤˣ, ∏ i, Real.exp (a * (((s i : ℤˣ) : ℤ) : ℝ)) := by
    rw [Finset.prod_univ_sum, Fintype.piFinset_univ]
  rw [Finset.sum_congr rfl fun s _ => h1 s, ← h3, h2, Finset.prod_const,
    Finset.card_univ, Fintype.card_fin]
```

## (f) The sum of all weights

With $\cosh\gamma=e^{\tau U/2}$ and $\beta=L\tau$, show that

$$\sum_s w(s)=2^{L+1}\left(1+e^{\beta U/2}\right).$$

**Solution.** Write $w=2+e^{\gamma S}+e^{-\gamma S}$ and apply (e) with $a=0,\gamma,-\gamma$:

$$\sum_s w(s)=2\cdot2^L+2(2\cosh\gamma)^L=2^{L+1}\left(1+e^{L\tau U/2}\right).$$

Restoring the omitted factor $2^{-L}e^{-\beta U/4}$ gives $2e^{-\beta U/4}+2e^{\beta U/4}$, the partition function of the four atomic states. In the code, `hw` splits the weight and `hL` combines the $L$ time steps into $\beta$.

```lean
/-- With `cosh γ = exp (τ U / 2)` and `β = L τ`, the weights sum to
`2 ^ (L + 1) (1 + exp (β U / 2))`. -/
theorem partition_sum {γ τ U β : ℝ} (hγ : Real.cosh γ = Real.exp (τ * U / 2))
    (hβ : β = L * τ) :
    ∑ s : FieldLine L, weight γ s = 2 ^ (L + 1) * (1 + Real.exp (β * U / 2)) := by
  have hw : ∀ s : FieldLine L, weight γ s = 2 * Real.exp (0 * (total s : ℝ))
      + Real.exp (γ * (total s : ℝ)) + Real.exp (-γ * (total s : ℝ)) := by
    intro s
    rw [weight_eq_cosh, Real.cosh_eq, zero_mul, Real.exp_zero, neg_mul]
    ring
  have hL : Real.exp (τ * U / 2) ^ L = Real.exp (β * U / 2) := by
    rw [← Real.exp_nat_mul, hβ]
    congr 1
    ring
  rw [Finset.sum_congr rfl fun s _ => hw s, Finset.sum_add_distrib,
    Finset.sum_add_distrib, ← Finset.mul_sum, sum_exp_total, sum_exp_total,
    sum_exp_total, Real.cosh_neg, Real.cosh_zero, hγ, mul_pow, mul_pow, hL]
  ring
```

## (g) How much probability the neck holds

Under the same two conditions, show that

$$\sum_{|S(s)|\le1}p(s)\le\frac{1+e^{\tau U/2}}{1+e^{\beta U/2}}.$$

**Solution.** In the neck $|\gamma S|\le|\gamma|$, so $\cosh(\gamma S)\le\cosh\gamma$ and $w(s)\le2(1+e^{\tau U/2})$. The neck has at most $2^L$ fields, so its total weight is at most $2^{L+1}(1+e^{\tau U/2})$. Dividing by (f) gives the bound. The code calls the weight estimate `hw`, counts the fields by (e) at $a=0$ in `hcard`, and combines the two in `hsum`.

```lean
/-- With `cosh γ = exp (τ U / 2)` and `β = L τ`, the neck `|S| ≤ 1` has probability at most
`(1 + exp (τ U / 2)) / (1 + exp (β U / 2))`. -/
theorem neck_prob_le {γ τ U β : ℝ} (hγ : Real.cosh γ = Real.exp (τ * U / 2))
    (hβ : β = L * τ) :
    ∑ s ∈ neck L, prob γ s
      ≤ (1 + Real.exp (τ * U / 2)) / (1 + Real.exp (β * U / 2)) := by
  -- in the neck the weight is at most that of |S| = 1
  have hw : ∀ s ∈ neck L, weight γ s ≤ 2 * (1 + Real.exp (τ * U / 2)) := by
    intro s hs
    have h1 : |(total s : ℝ)| ≤ 1 := by exact_mod_cast (Finset.mem_filter.mp hs).2
    have h2 : Real.cosh (γ * (total s : ℝ)) ≤ Real.cosh γ := by
      rw [Real.cosh_le_cosh, abs_mul]
      exact mul_le_of_le_one_right (abs_nonneg γ) h1
    rw [weight_eq_cosh, ← hγ]
    linarith
  have hcard : ∑ _s : FieldLine L, (1 : ℝ) = 2 ^ L := by
    have h := sum_exp_total L 0
    simpa only [zero_mul, Real.exp_zero, Real.cosh_zero, mul_one] using h
  have hsum : ∑ s ∈ neck L, weight γ s ≤ 2 ^ (L + 1) * (1 + Real.exp (τ * U / 2)) := by
    calc ∑ s ∈ neck L, weight γ s
        ≤ ∑ _s ∈ neck L, 2 * (1 + Real.exp (τ * U / 2)) * 1 :=
          Finset.sum_le_sum fun s hs => (hw s hs).trans_eq (mul_one _).symm
      _ ≤ ∑ _s : FieldLine L, 2 * (1 + Real.exp (τ * U / 2)) * 1 :=
          Finset.sum_le_sum_of_subset_of_nonneg (subset_univ _)
            fun _ _ _ => by positivity
      _ = 2 ^ (L + 1) * (1 + Real.exp (τ * U / 2)) := by
          rw [← Finset.mul_sum, hcard]
          ring
  simp only [prob]
  rw [← Finset.sum_div, partition_sum hγ hβ,
    ← mul_div_mul_left (1 + Real.exp (τ * U / 2)) (1 + Real.exp (β * U / 2))
      (show (2 : ℝ) ^ (L + 1) ≠ 0 by positivity)]
  exact div_le_div_of_nonneg_right hsum (by positivity)
```

## (h) The exponential form

Under the same conditions, show that the neck satisfies

$$\sum_{|S(s)|\le1}p(s)\le2e^{-(\beta-\tau)U/2}.$$

**Solution.** Put $x=e^{\tau U/2}$, $y=e^{\beta U/2}$ and $r=x/y=e^{-(\beta-\tau)U/2}$. Since $x=\cosh\gamma\ge1$,

$$2r(1+y)=2r+2x\ge2x\ge1+x.$$

Dividing by $1+y$ bounds the right-hand side of (g) by $2r$. At fixed $\tau$ and $U>0$ this decays exponentially in $\beta$. The facts `h1`, `h2` and `h3` are $x\ge1$, $ry=x$ and $r>0$.

```lean
/-- With `cosh γ = exp (τ U / 2)` and `β = L τ`, the probability of the neck is at most
`2 exp (-(β - τ) U / 2)`. -/
theorem neck_prob_le_exp {γ τ U β : ℝ} (hγ : Real.cosh γ = Real.exp (τ * U / 2))
    (hβ : β = L * τ) :
    ∑ s ∈ neck L, prob γ s ≤ 2 * Real.exp (-(β - τ) * U / 2) := by
  refine (neck_prob_le hγ hβ).trans ?_
  have h1 : 1 ≤ Real.exp (τ * U / 2) := hγ ▸ Real.one_le_cosh γ
  have h2 : Real.exp (-(β - τ) * U / 2) * Real.exp (β * U / 2)
      = Real.exp (τ * U / 2) := by
    rw [← Real.exp_add]
    congr 1
    ring
  have h3 := Real.exp_pos (-(β - τ) * U / 2)
  rw [div_le_iff₀ (by positivity)]
  nlinarith [h1, h2, h3]
```

## (i) The chance that one update changes the sign

Let $P(s,t)$ be the transition probabilities of a Markov chain: they are non-negative, sum to one over $t$, and vanish unless $t$ follows from $s$ by a local update. Draw $s$ from $p$. Under the conditions of (g), show that the probability of passing from $S\ge0$ to $S<0$ in one update obeys

$$\sum_{S(s)\ge0}p(s)\sum_{S(t)<0}P(s,t)\le\frac{1+e^{\tau U/2}}{1+e^{\beta U/2}}.$$

**Solution.** If $S(s)\ge2$, part (c) gives $S(t)\ge0$ for every reachable $t$, so the inner sum is zero. If $S(s)$ is $0$ or $1$, the inner sum is at most $1$. The double sum is therefore at most the neck probability, and (g) applies. The step `key` is this case distinction, and the final `calc` extends the outer sum to the whole neck.

Here $P$ describes one attempted flip, not a full sweep. Neither detailed balance nor stationarity is assumed; if the chain does preserve $p$, the estimate holds at every later update as well. For determinant Monte Carlo of a single half-filled site without hopping, this shows that single-flip sampling reverses $S$ exponentially rarely at low temperature, although the global flip of (b) does so at once.

Without locality the bound can fail. Take $L=2$, $e^{\tau U/2}=3$ and a chain that always flips both slices. It passes from $S\ge0$ to $S<0$ exactly when it starts at $(1,1)$, which has weight $36$ out of a total of $80$. The crossing probability is $0.45$, while the right-hand side is $4/10$.

```lean
/-- Let a Markov chain with transition probabilities `P` make only local updates, and draw its
field from `prob`, with `cosh γ = exp (τ U / 2)` and `β = L τ`. The probability that one update
leads from `S ≥ 0` to `S < 0` is at most `(1 + exp (τ U / 2)) / (1 + exp (β U / 2))`. -/
theorem crossing_prob_le {γ τ U β : ℝ} (hγ : Real.cosh γ = Real.exp (τ * U / 2))
    (hβ : β = L * τ) (P : FieldLine L → FieldLine L → ℝ)
    (hP0 : ∀ s t, 0 ≤ P s t) (hP1 : ∀ s, ∑ t, P s t = 1)
    (hloc : ∀ s t, P s t ≠ 0 → LocalUpdate s t) :
    ∑ s ∈ univ.filter (fun s : FieldLine L => 0 ≤ total s),
        prob γ s * ∑ t ∈ univ.filter (fun t : FieldLine L => total t < 0), P s t
      ≤ (1 + Real.exp (τ * U / 2)) / (1 + Real.exp (β * U / 2)) := by
  have hp : ∀ s : FieldLine L, 0 ≤ prob γ s := fun s => by
    have hw : ∀ t : FieldLine L, 0 ≤ weight γ t := fun t => by
      unfold weight
      positivity
    exact div_nonneg (hw s) (Finset.sum_nonneg fun t _ => hw t)
  -- only fields in the neck can change sign in one update
  have key : ∀ s : FieldLine L, 0 ≤ total s →
      ∑ t ∈ univ.filter (fun t : FieldLine L => total t < 0), P s t
        ≤ if |total s| ≤ 1 then 1 else 0 := by
    intro s hs
    split_ifs with h
    · exact (Finset.sum_le_sum_of_subset_of_nonneg (subset_univ _)
        fun t _ _ => hP0 s t).trans_eq (hP1 s)
    · refine le_of_eq (Finset.sum_eq_zero fun t ht => ?_)
      by_contra hne
      have h1 := (Finset.mem_filter.mp ht).2
      have h2 := total_step (hloc s t hne)
      exact h (abs_le.mpr ⟨by omega, by omega⟩)
  refine le_trans ?_ (neck_prob_le hγ hβ)
  calc _ ≤ ∑ s ∈ univ.filter (fun s : FieldLine L => 0 ≤ total s),
          prob γ s * (if |total s| ≤ 1 then 1 else 0) :=
        Finset.sum_le_sum fun s hs =>
          mul_le_mul_of_nonneg_left (key s (Finset.mem_filter.mp hs).2) (hp s)
    _ ≤ ∑ s : FieldLine L, prob γ s * (if |total s| ≤ 1 then 1 else 0) :=
        Finset.sum_le_sum_of_subset_of_nonneg (subset_univ _)
          fun s _ _ => mul_nonneg (hp s) (by split_ifs <;> norm_num)
    _ = ∑ s ∈ neck L, prob γ s := by
        simp only [neck, Finset.sum_filter, mul_ite, mul_one, mul_zero]

end

end AtomicLimitFieldLine
```

```lean
#print axioms AtomicLimitFieldLine.total_step
#print axioms AtomicLimitFieldLine.path_visits_neck
#print axioms AtomicLimitFieldLine.neck_prob_le_exp
#print axioms AtomicLimitFieldLine.crossing_prob_le
```

```
'AtomicLimitFieldLine.total_step' depends on axioms: [propext, Classical.choice, Quot.sound]
'AtomicLimitFieldLine.path_visits_neck' depends on axioms: [propext, Classical.choice, Quot.sound]
'AtomicLimitFieldLine.neck_prob_le_exp' depends on axioms: [propext, Classical.choice, Quot.sound]
'AtomicLimitFieldLine.crossing_prob_le' depends on axioms: [propext, Classical.choice, Quot.sound]
```
